# Without relaxation or diffusion, instantaneous pulses with flip-angle error e keep at least the fraction cos e of the magnetization in Meiboom-Gill echoes

One echo period is modelled as a fixed real 3×3 matrix: precession by an angle $\varphi$ about z, an instantaneous pulse of angle $\pi+e$ about y, and precession by $\varphi$ again. Without relaxation, a unit magnetization that starts along y then has a y component of at least $\cos e$ at every echo, whereas one that starts along x on resonance ($\varphi=0$) has the x component $(-1)^n\cos(ne)$ after $n$ periods.

In Lean 4 with Mathlib:

```lean
import Mathlib

open Matrix

namespace SpinEchoTrain

noncomputable section

/-- Rotation of the magnetization by the angle `a` about the z axis. -/
def rotZ (a : ℝ) : Matrix (Fin 3) (Fin 3) ℝ :=
  !![Real.cos a, -Real.sin a, 0; Real.sin a, Real.cos a, 0; 0, 0, 1]

/-- Rotation of the magnetization by the angle `a` about the y axis. -/
def rotY (a : ℝ) : Matrix (Fin 3) (Fin 3) ℝ :=
  !![Real.cos a, 0, Real.sin a; 0, 1, 0; -Real.sin a, 0, Real.cos a]

/-- One echo period: precession by `φ`, a pulse of angle `π + e` about y, and
precession by `φ` again. -/
def echoPeriod (φ e : ℝ) : Matrix (Fin 3) (Fin 3) ℝ :=
  rotZ φ * rotY (Real.pi + e) * rotZ φ

/-- The magnetization after `n` echo periods, starting from `m`. -/
def magnetization (φ e : ℝ) (n : ℕ) (m : Fin 3 → ℝ) : Fin 3 → ℝ :=
  (echoPeriod φ e ^ n) *ᵥ m

/-- The vector `(0, cos (e/2), -sin (e/2) sin φ)`. -/
def echoAxis (φ e : ℝ) : Fin 3 → ℝ :=
  ![0, Real.cos (e / 2), -(Real.sin (e / 2) * Real.sin φ)]

/-- The components of a magnetization vector after a rotation about z and after a
rotation about y. -/
theorem rotation_mulVec (a x y z : ℝ) :
    rotZ a *ᵥ ![x, y, z] =
      ![Real.cos a * x - Real.sin a * y, Real.sin a * x + Real.cos a * y, z] ∧
    rotY a *ᵥ ![x, y, z] =
      ![Real.cos a * x + Real.sin a * z, y, -Real.sin a * x + Real.cos a * z] := by
  constructor <;> ext i <;> fin_cases i <;>
    simp [rotZ, rotY, Matrix.mulVec, dotProduct, Fin.sum_univ_succ]
  ring

/-- An echo period is a proper rotation: its matrix is orthogonal with determinant one. -/
theorem echoPeriod_rotation (φ e : ℝ) :
    (echoPeriod φ e)ᵀ * echoPeriod φ e = 1 ∧ (echoPeriod φ e).det = 1 := by
  have hz : ∀ a, (rotZ a)ᵀ * rotZ a = 1 := by
    intro a
    ext i j
    fin_cases i <;> fin_cases j <;>
      simp [rotZ, Matrix.mul_apply, Fin.sum_univ_succ] <;>
      nlinarith [Real.sin_sq_add_cos_sq a]
  have hy : ∀ a, (rotY a)ᵀ * rotY a = 1 := by
    intro a
    ext i j
    fin_cases i <;> fin_cases j <;>
      simp [rotY, Matrix.mul_apply, Fin.sum_univ_succ] <;>
      nlinarith [Real.sin_sq_add_cos_sq a]
  have dz : ∀ a, (rotZ a).det = 1 := by
    intro a
    rw [Matrix.det_fin_three]
    simp [rotZ]
    nlinarith [Real.sin_sq_add_cos_sq a]
  have dy : ∀ a, (rotY a).det = 1 := by
    intro a
    rw [Matrix.det_fin_three]
    simp [rotY]
    nlinarith [Real.sin_sq_add_cos_sq a]
  constructor
  · calc (echoPeriod φ e)ᵀ * echoPeriod φ e
        = (rotZ φ)ᵀ * ((rotY (Real.pi + e))ᵀ * ((rotZ φ)ᵀ * rotZ φ)
            * rotY (Real.pi + e)) * rotZ φ := by
          simp only [echoPeriod, Matrix.transpose_mul, Matrix.mul_assoc]
      _ = 1 := by rw [hz, Matrix.mul_one, hy, Matrix.mul_one, hz]
  · rw [echoPeriod, Matrix.det_mul, Matrix.det_mul, dz, dy]
    norm_num

/-- The echo train conserves the scalar product of any two magnetization vectors. -/
theorem dot_conserved (φ e : ℝ) (n : ℕ) (v w : Fin 3 → ℝ) :
    magnetization φ e n v ⬝ᵥ magnetization φ e n w = v ⬝ᵥ w := by
  unfold magnetization
  induction n with
  | zero => simp
  | succ n ih =>
    rw [pow_succ', ← Matrix.mulVec_mulVec, ← Matrix.mulVec_mulVec,
      Matrix.dotProduct_mulVec, ← Matrix.mulVec_transpose, Matrix.mulVec_mulVec,
      (echoPeriod_rotation φ e).1, Matrix.one_mulVec, ih]

/-- The vector `echoAxis` is unchanged after any number of echo periods. -/
theorem echoAxis_fixed (φ e : ℝ) (n : ℕ) :
    magnetization φ e n (echoAxis φ e) = echoAxis φ e := by
  have vec : ∀ {a b c a' b' c' : ℝ}, a = a' → b = b' → c = c' →
      ![a, b, c] = ![a', b', c'] := by
    rintro _ _ _ _ _ _ rfl rfl rfl
    rfl
  have hcp : Real.cos (Real.pi + e) = -Real.cos e := by rw [add_comm, Real.cos_add_pi]
  have hsp : Real.sin (Real.pi + e) = -Real.sin e := by rw [add_comm, Real.sin_add_pi]
  have h2 : 2 * (e / 2) = e := by ring
  have hc := Real.cos_two_mul (e / 2)
  have hs := Real.sin_two_mul (e / 2)
  rw [h2] at hc hs
  have q := Real.sin_sq_add_cos_sq (e / 2)
  have p := Real.sin_sq_add_cos_sq φ
  -- a single period leaves the vector in place
  have h1 : echoPeriod φ e *ᵥ echoAxis φ e = echoAxis φ e := by
    unfold echoPeriod echoAxis
    rw [← Matrix.mulVec_mulVec, ← Matrix.mulVec_mulVec, (rotation_mulVec _ _ _ _).1,
      (rotation_mulVec _ _ _ _).2, (rotation_mulVec _ _ _ _).1, hcp, hsp, hc, hs]
    refine vec ?_ ?_ ?_
    · linear_combination 2 * Real.cos φ * Real.sin φ * Real.cos (e / 2) * q
    · linear_combination 2 * Real.sin φ ^ 2 * Real.cos (e / 2) * q + Real.cos (e / 2) * p
    · ring
  unfold magnetization
  induction n with
  | zero => simp
  | succ n ih => rw [pow_succ, ← Matrix.mulVec_mulVec, h1, ih]

/-- A unit magnetization whose scalar product with `echoAxis` is `cos (e/2)` has a
y component of at least `cos e`. -/
theorem cone_bound (φ e : ℝ) (m : Fin 3 → ℝ) (hm : m ⬝ᵥ m = 1)
    (ha : echoAxis φ e ⬝ᵥ m = Real.cos (e / 2)) : Real.cos e ≤ m 1 := by
  have hexp : echoAxis φ e ⬝ᵥ m =
      Real.cos (e / 2) * m 1 - Real.sin (e / 2) * Real.sin φ * m 2 := by
    simp [echoAxis, dotProduct, Fin.sum_univ_three]
    ring
  rw [hexp] at ha
  simp only [dotProduct, Fin.sum_univ_three] at hm
  have h2 : 2 * (e / 2) = e := by ring
  have hc := Real.cos_two_mul (e / 2)
  rw [h2] at hc
  have q := Real.sin_sq_add_cos_sq (e / 2)
  have h0 : Real.cos (e / 2) * (1 - m 1) = -(Real.sin (e / 2) * Real.sin φ * m 2) := by
    linear_combination -ha
  have h1 : (Real.cos (e / 2) * (1 - m 1)) ^ 2 =
      Real.sin (e / 2) ^ 2 * (Real.sin φ ^ 2 * m 2 ^ 2) := by
    rw [h0]
    ring
  have h3 : Real.sin φ ^ 2 * m 2 ^ 2 ≤ 1 - m 1 ^ 2 := by
    have := mul_le_of_le_one_left (sq_nonneg (m 2)) (Real.sin_sq_le_one φ)
    nlinarith [sq_nonneg (m 0)]
  have h4 := mul_le_mul_of_nonneg_left h3 (sq_nonneg (Real.sin (e / 2)))
  -- the two constraints combine into a product of two factors
  have hk : (1 - m 1) * (Real.cos e - m 1) =
      (Real.cos (e / 2) * (1 - m 1)) ^ 2 - Real.sin (e / 2) ^ 2 * (1 - m 1 ^ 2) := by
    linear_combination (1 - m 1) * hc + (1 - m 1) * (1 + m 1) * q
  by_contra h
  have hlt : m 1 < Real.cos e := lt_of_not_ge h
  have hpos : 0 < (1 - m 1) * (Real.cos e - m 1) :=
    mul_pos (by linarith [Real.cos_le_one e]) (by linarith)
  linarith

/-- Meiboom-Gill: a unit magnetization that starts along y has a y component of at least `cos e` at
every echo, for every precession angle `φ` and pulse error `e`. -/
theorem meiboom_gill (φ e : ℝ) (n : ℕ) :
    Real.cos e ≤ magnetization φ e n ![0, 1, 0] 1 := by
  have hn := dot_conserved φ e n ![0, 1, 0] ![0, 1, 0]
  have ha := dot_conserved φ e n (echoAxis φ e) ![0, 1, 0]
  rw [echoAxis_fixed] at ha
  exact cone_bound φ e _ (hn.trans (by simp [dotProduct, Fin.sum_univ_three]))
    (ha.trans (by simp [echoAxis, dotProduct, Fin.sum_univ_three]))

/-- For unit magnetizations that start along y in an inhomogeneous field, the average of the y
component over finitely many spins with precession angles `φ i` and normalized nonnegative weights
`w i` is at least `cos e` at every echo. -/
theorem meiboom_gill_ensemble {ι : Type*} (s : Finset ι) (w φ : ι → ℝ) (e : ℝ) (n : ℕ)
    (hw : ∀ i ∈ s, 0 ≤ w i) (hsum : ∑ i ∈ s, w i = 1) :
    Real.cos e ≤ ∑ i ∈ s, w i * magnetization (φ i) e n ![0, 1, 0] 1 := by
  calc Real.cos e = ∑ i ∈ s, w i * Real.cos e := by rw [← Finset.sum_mul, hsum, one_mul]
    _ ≤ _ := Finset.sum_le_sum fun i hi =>
      mul_le_mul_of_nonneg_left (meiboom_gill (φ i) e n) (hw i hi)

/-- For the precession angle `π/2`, a unit magnetization that starts along y has a y component of
exactly `cos e` at the first echo. -/
theorem meiboom_gill_sharp (e : ℝ) :
    magnetization (Real.pi / 2) e 1 ![0, 1, 0] 1 = Real.cos e := by
  have hcp : Real.cos (Real.pi + e) = -Real.cos e := by rw [add_comm, Real.cos_add_pi]
  unfold magnetization echoPeriod
  rw [pow_one, ← Matrix.mulVec_mulVec, ← Matrix.mulVec_mulVec, (rotation_mulVec _ _ _ _).1,
    (rotation_mulVec _ _ _ _).2, (rotation_mulVec _ _ _ _).1, hcp,
    Real.cos_pi_div_two, Real.sin_pi_div_two]
  simp

/-- Carr-Purcell: without precession, a unit magnetization that starts along x has the x component
`(-1)^n cos (n e)` after `n` periods, and the rest of it lies along z. -/
theorem carr_purcell (e : ℝ) (n : ℕ) :
    magnetization 0 e n ![1, 0, 0] =
      ![(-1) ^ n * Real.cos (n * e), 0, -((-1) ^ n * Real.sin (n * e))] := by
  have vec : ∀ {a b c a' b' c' : ℝ}, a = a' → b = b' → c = c' →
      ![a, b, c] = ![a', b', c'] := by
    rintro _ _ _ _ _ _ rfl rfl rfl
    rfl
  have hcp : Real.cos (Real.pi + e) = -Real.cos e := by rw [add_comm, Real.cos_add_pi]
  have hsp : Real.sin (Real.pi + e) = -Real.sin e := by rw [add_comm, Real.sin_add_pi]
  unfold magnetization
  induction n with
  | zero => simp
  | succ n ih =>
    -- each pulse adds its error `e` to the accumulated angle
    have hn : ((n + 1 : ℕ) : ℝ) * e = n * e + e := by
      push_cast
      ring
    rw [pow_succ', ← Matrix.mulVec_mulVec, ih, hn, Real.cos_add, Real.sin_add]
    unfold echoPeriod
    rw [← Matrix.mulVec_mulVec, ← Matrix.mulVec_mulVec, (rotation_mulVec _ _ _ _).1,
      (rotation_mulVec _ _ _ _).2, (rotation_mulVec _ _ _ _).1, hcp, hsp,
      Real.cos_zero, Real.sin_zero]
    refine vec ?_ ?_ ?_ <;> ring

/-- Without precession, once the pulse errors add up to `N e = π`, the x component of the `N`-th
echo of a unit magnetization that starts along x is `-(-1)^N`. -/
theorem carr_purcell_reversed (e : ℝ) (N : ℕ) (hN : (N : ℝ) * e = Real.pi) :
    magnetization 0 e N ![1, 0, 0] 0 = -(-1) ^ N := by
  rw [carr_purcell, hN]
  simp

end

end SpinEchoTrain
```

```lean
#print axioms SpinEchoTrain.meiboom_gill
-- 'SpinEchoTrain.meiboom_gill' depends on axioms: [propext, Classical.choice, Quot.sound]
#print axioms SpinEchoTrain.meiboom_gill_ensemble
-- 'SpinEchoTrain.meiboom_gill_ensemble' depends on axioms: [propext, Classical.choice, Quot.sound]
#print axioms SpinEchoTrain.meiboom_gill_sharp
-- 'SpinEchoTrain.meiboom_gill_sharp' depends on axioms: [propext, Classical.choice, Quot.sound]
#print axioms SpinEchoTrain.carr_purcell_reversed
-- 'SpinEchoTrain.carr_purcell_reversed' depends on axioms: [propext, Classical.choice, Quot.sound]
```

## Two starting directions, one pulse train

The period matrix is
$$U=R_z(\varphi)\,R_y(\pi+e)\,R_z(\varphi),$$
written `echoPeriod φ e` in the code. The rightmost factor acts first. The magnetization after $n$ periods, `magnetization φ e n m`, is $U^n m$, where $m$ is the initial vector. Vectors have type `Fin 3 → ℝ`, and the indices 0, 1 and 2 stand for x, y and z, so `m 1` is the y component.

The theorem `meiboom_gill` says that $(U^n\hat y)_y\ge\cos e$ for all real $\varphi$ and $e$ and every natural number $n$, including $n=0$. The bound doesn't depend on $n$, so the loss caused by the pulse error never exceeds $1-\cos e$, however long the train. By `meiboom_gill_sharp`, the first echo at $\varphi=\pi/2$ has a y component of exactly $\cos e$, so no larger bound holds for all $\varphi$ and $n$.

The theorem `meiboom_gill_ensemble` carries the bound over to a finite collection of spins with precession angles $\varphi_i$ and weights $w_i$. The weights are nonnegative and sum to one, because $w_i$ is the fraction of the sample that precesses by $\varphi_i$.

The theorem `carr_purcell` gives the whole vector for $\varphi=0$:
$$U^n\hat x=\bigl((-1)^n\cos(ne),\;0,\;-(-1)^n\sin(ne)\bigr).$$
Here the errors add up. The theorem `carr_purcell_reversed` takes the case $Ne=\pi$, in which the errors of $N$ pulses amount to an extra half turn. The x component of the $N$-th echo is then $-(-1)^N$, opposite in sign to the value $(-1)^N$ for ideal pulses.

## Rotating frame, static offsets and ideal switching

The matrices describe the magnetization in the rotating frame. A positive angle in `rotZ` turns x towards y, and a positive angle in `rotY` turns z towards x. The angle $\varphi$ is the resonance offset times half the echo spacing. It is the same before and after the pulse and in every period, which means that the field at each spin is static and that the spin doesn't diffuse through a gradient.

The pulse takes no time, and its axis is exactly y. Its only imperfection is the flip-angle error $e$, in radians, which is the same for every pulse and, in the ensemble theorem, for every spin. The excitation pulse isn't modelled: the magnetization is simply given along y or x with length one.

The names Meiboom-Gill and Carr-Purcell therefore refer to the starting direction relative to the pulse axis, parallel in the first case and perpendicular in the second. The Carr-Purcell formula is for resonance only. All statements concern the echo times, at the end of complete periods, and not the signal in between.

For non-interacting spins 1/2 without relaxation, the same matrices transform the quantum expectation values of the three spin components, so for spins that start out polarized along y, the expectation value of the y component, divided by its starting value, is at least $\cos e$ at every echo.

## The magnetization stays on a cone around a fixed axis

Write $c=\cos(e/2)$ and $s=\sin(e/2)$. The vector
$$a=(0,\;c,\;-s\sin\varphi),$$
called `echoAxis φ e`, is unchanged by $U$. To see this, follow it through the period. The first precession gives
$$(-c\sin\varphi,\;c\cos\varphi,\;-s\sin\varphi).$$
A pulse of angle $\pi+e$ sends $(x,y,z)$ to $(-x\cos e-z\sin e,\;y,\;x\sin e-z\cos e)$. The new x component is
$$\sin\varphi\,(c\cos e+s\sin e)=\sin\varphi\cos(e-e/2)=c\sin\varphi,$$
and the new z component is
$$-\sin\varphi\,(c\sin e-s\cos e)=-\sin\varphi\sin(e-e/2)=-s\sin\varphi.$$
The pulse has thus only reversed the sign of x. The second precession turns $(c\sin\varphi,\;c\cos\varphi,\;-s\sin\varphi)$ into
$$\bigl(0,\;c(\sin^2\varphi+\cos^2\varphi),\;-s\sin\varphi\bigr)=a.$$

In the code, `rotation_mulVec` supplies the action of each rotation on components. The step `h1` inside `echoAxis_fixed` is the computation above, with $\cos e$ and $\sin e$ expressed through the half angle. What remains are multiples of $\sin^2+\cos^2=1$, which `linear_combination` collects. An induction then extends the result from one period to $n$.

The second ingredient is that $U$ preserves scalar products. Each factor satisfies $R^TR=1$, so $U^TU=1$, and
$$(Uv)\cdot(Uw)=v\cdot(U^TUw)=v\cdot w.$$
The theorem `echoPeriod_rotation` proves the orthogonality, together with $\det U=1$, and `dot_conserved` repeats the step $n$ times by induction.

Now let $m=U^n\hat y$, with components $X$, $Y$ and $Z$. Conservation of the scalar product of $\hat y$ with itself gives
$$X^2+Y^2+Z^2=1.$$
Conservation of the scalar product of $a$ with $\hat y$, together with $U^na=a$, gives $a\cdot m=a\cdot\hat y=c$, that is,
$$cY-s\sin\varphi\,Z=c.$$
These are the two hypotheses of `cone_bound`. When $a\neq0$, they place the tip of $m$ on a circle around $a$, which shrinks to a point when $a$ is parallel to $\hat y$.

The second equation rearranges to $c(1-Y)=-s\sin\varphi\,Z$. Squaring it, and using $\sin^2\varphi\,Z^2\le Z^2\le1-Y^2$, gives
$$c^2(1-Y)^2=s^2\sin^2\varphi\,Z^2\le s^2(1-Y^2).$$
Bring everything to one side and take out the factor $1-Y$:
$$(1-Y)\bigl[c^2(1-Y)-s^2(1+Y)\bigr]\le0.$$
The bracket equals $c^2-s^2-(c^2+s^2)Y=\cos e-Y$, so
$$(1-Y)(\cos e-Y)\le0.$$
If $Y$ were smaller than $\cos e$, it would also be smaller than 1. Both factors would then be positive, which contradicts the inequality. Hence $Y\ge\cos e$.

In `cone_bound`, `h1` is the squared equation, `h3` and `h4` give the estimate, `hk` is the factorization, and `by_contra` starts the final contradiction. Nothing is divided by the length of $a$, so the argument includes the case $a=0$, which occurs for instance at $e=\pi$, $\varphi=0$, where $U$ is the identity.

The ensemble bound follows by multiplying each single-spin inequality by $w_i\ge0$ and summing, since $\sum_i w_i\cos e=\cos e$. For the attained value, take $\varphi=\pi/2$ and follow $\hat y$ through one period:
$$\hat y\to(-1,0,0)\to(\cos e,\,0,\,-\sin e)\to(0,\,\cos e,\,-\sin e).$$

## Perpendicular to the pulse axis, the errors add

For $\varphi=0$ the period is the pulse alone. The formula for $U^n\hat x$ holds at $n=0$. Suppose that it holds for $n$. One more pulse gives the x component
$$-(-1)^n\bigl[\cos(ne)\cos e-\sin(ne)\sin e\bigr]=(-1)^{n+1}\cos((n+1)e),$$
and the z component
$$(-1)^n\bigl[\cos(ne)\sin e+\sin(ne)\cos e\bigr]=-(-1)^{n+1}\sin((n+1)e).$$
The y component stays zero. The induction in `carr_purcell` follows the same steps: `Real.cos_add` and `Real.sin_add` expand the angle $ne+e$, and `ring` compares the components. Setting $Ne=\pi$ gives $\cos(Ne)=-1$ and with it the reversed echo.

## A train of 189° pulses

Suppose that instantaneous refocusing pulses turn a unit magnetization by 189° instead of 180°, so that $e=\pi/20$, and that there is no relaxation. With the initial magnetization along y, every echo keeps a y component of at least $\cos 9^\circ\approx0.988$, whatever the offset. With the initial magnetization along x and no offset, the tenth echo has no x component at all, because the magnetization points along $-z$. The twentieth has the x component $-1$, where ideal pulses would give $+1$.

A simple Bloch simulation of such a train can use a grid of offsets $\Delta\omega_i$ and set $\varphi_i=\Delta\omega_i\tau$, where $2\tau$ is the echo spacing. In this scheme it builds one matrix $U$ for each offset, applies it once per echo to the stored vector, and adds up the y components with the weights of the line shape. With normalized weights and unit vectors that start along y, that sum is the right-hand side of `meiboom_gill_ensemble`. When relaxation is included, each precession interval also multiplies the transverse components by $e^{-\tau/T_2}$, where $T_2$ is the transverse relaxation time and the base $e$ is Euler's number, and lets the z component recover towards equilibrium. The period is then no longer a pure rotation, and the conservation law behind the bound is lost.
